# Linear perturbations of the Thomas-Fermi tail 144/x³, and the tail's density 243π/(8r⁶) for every nuclear charge

Take the function \(y^{3/2}\) at \(y=144\). Its slope there is \(\tfrac32\sqrt{144}=18\). Now take a power \(x^p\) at \(x=1\). Its value is 1 and its second derivative is \(p(p-1)\). If the second derivative is to be 18 times the value, then \(p(p-1)=18\), so \(p=(1\pm\sqrt{73})/2\).

These numbers come from the Thomas-Fermi equation \(\chi''=\chi^{3/2}/\sqrt x\), where \(\chi\) is the screening function of an atom and \(x>0\) is the scaled distance from the nucleus. The function \(144/x^3\) solves it, since both sides equal \(1728/x^5\). If the tail plus a small change \(d\) is again a solution, then to first order \(d''=18d/x^2\), and for \(d=x^p\) at \(x=1\) that is the comparison just made. The density \(243\pi/(8r^6)\) in the title is in atomic units.

## The equation, its perturbations and the density

In Lean 4 with Mathlib:

```lean
import Mathlib

open Filter Topology

namespace ThomasFermiTail

noncomputable section
```

The file loads the library Mathlib and opens the notation for limits.

```lean
/-- The right-hand side `y^(3/2) / √x` of the Thomas-Fermi equation, for the value `y` of the
screening function at `x`. -/
def source (x y : ℝ) : ℝ := y ^ (3 / 2 : ℝ) / √x
```

`source x y` is the right-hand side \(y^{3/2}/\sqrt x\), with \(y\) standing for the value of \(\chi\) at \(x\). Keeping \(y\) as a separate variable allows differentiation in \(y\) at fixed \(x\).

```lean
/-- A perturbation `d` obeying `d'' = 18 d / x²` on `x > 0`. -/
def IsPerturbation (d : ℝ → ℝ) : Prop :=
  ∃ d' : ℝ → ℝ, ∀ x, 0 < x → HasDerivAt d (d' x) x ∧ HasDerivAt d' (18 * d x / x ^ 2) x
```

`HasDerivAt f a x` says that \(f\) is differentiable at \(x\) with derivative \(a\). The definition therefore asks for a function `d'` which is the derivative of \(d\) at every \(x>0\), and whose own derivative is \(18d(x)/x^2\). Nothing is required for \(x\le0\). A perturbation here is an exact solution of the linear equation; how closely it follows the difference of two nonlinear solutions is a separate question.

```lean
/-- The exponent `(1 + √73) / 2`. -/
def growing : ℝ := (1 + √73) / 2

/-- The exponent `(1 - √73) / 2`. -/
def decaying : ℝ := (1 - √73) / 2
```

Write \(p_+=(1+\sqrt{73})/2\approx4.77\) for `growing` and \(p_-=(1-\sqrt{73})/2\approx-3.77\) for `decaying`.

```lean
/-- The electron density at radius `r` for nuclear charge `Z`, length unit `b` and screening
function `χ`. -/
def density (Z b : ℝ) (χ : ℝ → ℝ) (r : ℝ) : ℝ :=
  Z / (4 * Real.pi * b ^ 3) * (χ (r / b) / (r / b)) ^ (3 / 2 : ℝ)
```

This is the electron density at radius \(r\),
\[
n(r)=\frac{Z}{4\pi b^3}\left(\frac{\chi(x)}{x}\right)^{3/2},\qquad x=\frac rb,
\]
with nuclear charge \(Z\) and length unit \(b\). The density theorems add the condition \(b^3=9\pi^2/(128Z)\). In atomic units this is the Thomas-Fermi length, which sets the scale on which the electrons screen the nucleus and shrinks as \(Z^{-1/3}\).

## Where the 18 comes from

```lean
/-- The derivative of the Thomas-Fermi source term with respect to the screening function,
taken at the tail `144 / x³`, is `18 / x²`. -/
theorem source_linearised {x : ℝ} (hx : 0 < x) :
    HasDerivAt (source x) (18 / x ^ 2) (144 / x ^ 3) := by
  obtain ⟨s, hs, rfl⟩ : ∃ s : ℝ, 0 < s ∧ x = s ^ 2 :=
    ⟨√x, Real.sqrt_pos.2 hx, (Real.sq_sqrt hx.le).symm⟩
  have hne : (144 / (s ^ 2) ^ 3 : ℝ) ≠ 0 := by positivity
  have h := (Real.hasDerivAt_rpow_const (p := 3 / 2) (Or.inl hne)).div_const (√(s ^ 2))
  refine h.congr_deriv ?_
  have e : (144 / (s ^ 2) ^ 3 : ℝ) = (12 / s ^ 3) ^ 2 := by
    rw [div_pow]
    congr 1
    · norm_num
    · ring
  rw [show (3 / 2 : ℝ) - 1 = 1 / 2 by norm_num, ← Real.sqrt_eq_rpow, e,
    Real.sqrt_sq (by positivity), Real.sqrt_sq hs.le]
  rw [div_eq_div_iff (by positivity) (by positivity)]
  field_simp
  try norm_num
```

For \(x>0\), the derivative of the source with respect to \(y\) at \(y=144/x^3\) is
\[
\frac32\,\frac{\sqrt{144/x^3}}{\sqrt x}=\frac32\cdot\frac{12}{x^{3/2}\,x^{1/2}}=\frac{18}{x^2}.
\]
The proof writes \(x=s^2\) with \(s>0\), so that both roots become plain: \(\sqrt{144/s^6}=12/s^3\) and \(\sqrt{s^2}=s\). Mathlib's rule for differentiating powers does the rest.

## Two exponents

```lean
/-- The two exponents have sum `1` and product `-18`; one is positive and the other lies
below `-3`. -/
theorem exponent_relations :
    growing + decaying = 1 ∧ growing * decaying = -18 ∧ 0 < growing ∧ decaying < -3 := by
  have h : √73 ^ 2 = (73 : ℝ) := Real.sq_sqrt (by norm_num)
  have h7 : (7 : ℝ) < √73 := by
    rw [Real.lt_sqrt (by norm_num)]
    norm_num
  unfold growing decaying
  refine ⟨by ring, by linear_combination (-1 / 4) * h, by linarith, by linarith⟩
```

The sum is \(p_++p_-=1\) and the product is \(p_+p_-=(1-73)/4=-18\). Since \(\sqrt{73}>7\), we have \(p_+>0\) and \(p_-<-3\). The later proofs use these four facts and never need the decimals.

```lean
/-- A power `x^p` with `p (p - 1) = 18` solves the linearised equation. -/
theorem power_solves {p : ℝ} (hp : p * (p - 1) = 18) : IsPerturbation (fun x => x ^ p) := by
  refine ⟨fun x => p * x ^ (p - 1), fun x hx =>
    ⟨Real.hasDerivAt_rpow_const (Or.inl hx.ne'), ?_⟩⟩
  refine ((Real.hasDerivAt_rpow_const (p := p - 1) (Or.inl hx.ne')).const_mul p).congr_deriv ?_
  rw [Real.rpow_sub_one hx.ne', Real.rpow_sub_one hx.ne']
  linear_combination (x ^ p / x ^ 2) * hp
```

If \(p(p-1)=18\), differentiating \(x^p\) twice gives \(p(p-1)x^{p-2}=18x^p/x^2\). The tactic `linear_combination` proves an equation by adding multiples of known ones; here it multiplies the hypothesis by \(x^p/x^2\).

```lean
/-- A power `x^p` solves the linearised equation exactly when `p = (1 ± √73) / 2`. -/
theorem power_solves_iff (p : ℝ) :
    IsPerturbation (fun x => x ^ p) ↔ p = growing ∨ p = decaying := by
  obtain ⟨hs, hm, -, -⟩ := exponent_relations
  constructor
  · rintro ⟨d', h⟩
    have e : d' =ᶠ[𝓝 1] fun x => p * x ^ (p - 1) := by
      filter_upwards [Ioi_mem_nhds (one_pos : (0 : ℝ) < 1)] with x hx
      exact (h x hx).1.unique (Real.hasDerivAt_rpow_const (Or.inl (Set.mem_Ioi.1 hx).ne'))
    -- compare the two expressions for the second derivative at x = 1
    have h2 := (h 1 one_pos).2.unique
      (((Real.hasDerivAt_rpow_const (x := 1) (p := p - 1)
        (Or.inl one_ne_zero)).const_mul p).congr_of_eventuallyEq e)
    simp only [Real.one_rpow] at h2
    have h3 : (p - growing) * (p - decaying) = 0 := by
      linear_combination -h2 - p * hs + hm
    rcases mul_eq_zero.1 h3 with h4 | h4
    · exact Or.inl (sub_eq_zero.1 h4)
    · exact Or.inr (sub_eq_zero.1 h4)
  · rintro (rfl | rfl)
    · exact power_solves (by linear_combination growing * hs - hm)
    · exact power_solves (by linear_combination decaying * hs - hm)
```

The converse is the opening calculation. If \(x^p\) is a perturbation, its derivative `d'` must agree with \(px^{p-1}\) near \(x=1\), because derivatives are unique. Differentiating once more at \(x=1\) gives \(p(p-1)=18\). By the sum and product rules this reads \((p-p_+)(p-p_-)=0\), so \(p\) is one of the two exponents.

## All solutions from two conserved combinations

```lean
/-- For exponents with `p + q = 1` and `p q = -18`, the combination `x d' - q d` of a
perturbation and its slope is a constant multiple of `x^p`. -/
theorem first_integral {d d' : ℝ → ℝ} {p q : ℝ}
    (h : ∀ x, 0 < x → HasDerivAt d (d' x) x ∧ HasDerivAt d' (18 * d x / x ^ 2) x)
    (hs : p + q = 1) (hm : p * q = -18) {x : ℝ} (hx : 0 < x) :
    x * d' x - q * d x = (d' 1 - q * d 1) * x ^ p := by
  have hF : ∀ y, 0 < y →
      HasDerivAt (fun y => (y * d' y - q * d y) * y ^ (-p)) 0 y := by
    intro y hy
    have h1 := (((hasDerivAt_id' y).fun_mul (h y hy).2).fun_sub
      ((h y hy).1.const_mul q)).fun_mul
      (Real.hasDerivAt_rpow_const (p := -p) (Or.inl hy.ne'))
    refine h1.congr_deriv ?_
    rw [Real.rpow_sub_one hy.ne']
    have e1 : y * (18 * d y / y ^ 2) = 18 * d y / y := by field_simp
    have e2 : y * y⁻¹ = 1 := mul_inv_cancel₀ hy.ne'
    rw [e1]
    linear_combination (-(y ^ (-p) * d' y)) * hs + (y ^ (-p) * d y * y⁻¹) * hm
      - (p * y ^ (-p) * d' y) * e2
  -- a function with zero derivative on the half-line is constant
  have c : (x * d' x - q * d x) * x ^ (-p) = (1 * d' 1 - q * d 1) * (1 : ℝ) ^ (-p) :=
    isOpen_Ioi.is_const_of_deriv_eq_zero isPreconnected_Ioi
      (fun y hy => (hF y hy).differentiableAt.differentiableWithinAt)
      (fun y hy => (hF y hy).deriv) (Set.mem_Ioi.2 hx) (Set.mem_Ioi.2 one_pos)
  rw [Real.one_rpow, one_mul, mul_one] at c
  rw [← c, mul_assoc, ← Real.rpow_add hx, neg_add_cancel, Real.rpow_zero, mul_one]
```

Let \(p+q=1\) and \(pq=-18\), and let \(d\) be a perturbation. Consider \(F(x)=(x\,d'-q\,d)\,x^{-p}\). Using \(x\,d''=18d/x\),
\[
F'=x^{-p}\left[(1-q-p)\,d'+(18+pq)\,\frac dx\right]=0 .
\]
Both brackets vanish, so \(F\) keeps its value at \(x=1\):
\[
x\,d'(x)-q\,d(x)=\bigl(d'(1)-q\,d(1)\bigr)x^p .
\]
In the code, `hF` is the statement \(F'=0\), and `c` is the constancy of \(F\) on the half-line, which holds because the half-line is connected.

```lean
/-- The solutions of the linearised equation on `x > 0` are exactly the combinations of the
two powers with exponents `(1 ± √73) / 2`. -/
theorem general_solution (d : ℝ → ℝ) :
    IsPerturbation d ↔ ∃ a b : ℝ, ∀ x, 0 < x → d x = a * x ^ growing + b * x ^ decaying := by
  obtain ⟨hs, hm, hg, hq⟩ := exponent_relations
  constructor
  · rintro ⟨d', h⟩
    have hne : growing - decaying ≠ 0 := by linarith
    refine ⟨(d' 1 - decaying * d 1) / (growing - decaying),
      -(d' 1 - growing * d 1) / (growing - decaying), fun x hx => ?_⟩
    have i1 := first_integral h hs hm hx
    have i2 := first_integral h (by linarith : decaying + growing = 1)
      (by linarith [mul_comm growing decaying]) hx
    rw [div_mul_eq_mul_div, div_mul_eq_mul_div, ← add_div, eq_div_iff hne]
    linear_combination i1 - i2
  · rintro ⟨a, b, h⟩
    obtain ⟨u, hu⟩ := (power_solves_iff growing).2 (Or.inl rfl)
    obtain ⟨v, hv⟩ := (power_solves_iff decaying).2 (Or.inr rfl)
    refine ⟨fun x => a * u x + b * v x, fun x hx => ⟨?_, ?_⟩⟩
    · refine (((hu x hx).1.const_mul a).fun_add
        ((hv x hx).1.const_mul b)).congr_of_eventuallyEq ?_
      filter_upwards [Ioi_mem_nhds hx] with y hy using h y hy
    · refine (((hu x hx).2.const_mul a).fun_add ((hv x hx).2.const_mul b)).congr_deriv ?_
      rw [h x hx]
      ring
```

The relation can be used twice, with the exponents in either order:
\[
\begin{aligned}
x\,d'-p_-d&=\bigl(d'(1)-p_-d(1)\bigr)x^{p_+},\\
x\,d'-p_+d&=\bigl(d'(1)-p_+d(1)\bigr)x^{p_-}.
\end{aligned}
\]
Subtracting removes \(d'\) and leaves \((p_+-p_-)\,d\) on the left. Division by \(p_+-p_-=\sqrt{73}\) gives \(d=a\,x^{p_+}+b\,x^{p_-}\) with
\[
a=\frac{d'(1)-p_-d(1)}{\sqrt{73}},\qquad b=-\frac{d'(1)-p_+d(1)}{\sqrt{73}} .
\]
In this theorem and the next, \(b\) is a coefficient and not the length unit. In the code the two relations are `i1` and `i2`, and `linear_combination i1 - i2` is the subtraction. Conversely, any such combination solves the equation because the equation is linear.

```lean
/-- A perturbation tends to zero at infinity exactly when it is a multiple of
`x^((1 - √73) / 2)`. -/
theorem vanishing_iff {d : ℝ → ℝ} (hd : IsPerturbation d) :
    Tendsto d atTop (𝓝 0) ↔ ∃ b : ℝ, ∀ x, 0 < x → d x = b * x ^ decaying := by
  obtain ⟨-, -, hg, hq⟩ := exponent_relations
  have hdec : Tendsto (fun x : ℝ => x ^ decaying) atTop (𝓝 0) := by
    have h := tendsto_rpow_neg_atTop (y := -decaying) (by linarith)
    simpa only [neg_neg] using h
  constructor
  · intro hlim
    obtain ⟨a, b, h⟩ := (general_solution d).1 hd
    have ha : a = 0 := by
      by_contra ha
      -- otherwise the growing power itself would tend to zero
      have h1 := (hlim.sub (hdec.const_mul b)).const_mul a⁻¹
      rw [mul_zero, sub_zero, mul_zero] at h1
      have h2 : Tendsto (fun x : ℝ => x ^ growing) atTop (𝓝 0) := by
        refine h1.congr' ?_
        filter_upwards [eventually_gt_atTop 0] with x hx
        rw [h x hx, add_sub_cancel_right, inv_mul_cancel_left₀ ha]
      exact not_tendsto_nhds_of_tendsto_atTop (tendsto_rpow_atTop hg) 0 h2
    exact ⟨b, fun x hx => by rw [h x hx, ha, zero_mul, zero_add]⟩
  · rintro ⟨b, h⟩
    have h1 := hdec.const_mul b
    rw [mul_zero] at h1
    refine h1.congr' ?_
    filter_upwards [eventually_gt_atTop 0] with x hx using (h x hx).symm
```

`Tendsto d atTop (𝓝 0)` means \(d(x)\to0\) as \(x\to\infty\). A multiple of \(x^{p_-}\) does this because \(p_-<0\). For the other direction, write \(d=a\,x^{p_+}+b\,x^{p_-}\) and suppose \(a\ne0\). Then
\[
x^{p_+}=\frac{d(x)-b\,x^{p_-}}{a}\to0,
\]
which is impossible since \(x^{p_+}\to\infty\). Hence \(a=0\).

Because \(p_-<-3\), a vanishing perturbation falls off faster than the tail itself. For numerical work on the Thomas-Fermi equation, the linearised model also gives a warning: an outward integration close to the tail amplifies any error that has a component along \(x^{p_+}\).

## A density that forgets the nuclear charge

```lean
/-- If `x³ χ(x)` tends to `144` at infinity, then `r⁶` times the electron density tends to `243 π /
8`, for every nuclear charge `Z`, provided the length unit `b > 0` satisfies `b³ = 9 π² / (128 Z)`.
-/
theorem density_limit {Z b : ℝ} {χ : ℝ → ℝ} (hb : 0 < b)
    (hZ : b ^ 3 = 9 * Real.pi ^ 2 / (128 * Z))
    (hχ : Tendsto (fun x => x ^ 3 * χ x) atTop (𝓝 144)) :
    Tendsto (fun r => r ^ 6 * density Z b χ r) atTop (𝓝 (243 * Real.pi / 8)) := by
  have hZ0 : Z ≠ 0 := by
    rintro rfl
    have h := pow_pos hb 3
    rw [hZ] at h
    simp at h
  have e : Z * b ^ 3 = 9 * Real.pi ^ 2 / 128 := by
    rw [hZ]
    field_simp
  have hsq : ∀ s : ℝ, 0 ≤ s → (s ^ 2) ^ (3 / 2 : ℝ) = s ^ 3 := by
    intro s hs
    rw [← Real.rpow_natCast s 2, ← Real.rpow_mul hs, ← Real.rpow_natCast s 3]
    norm_num
  have hval : Z * b ^ 3 / (4 * Real.pi) * (144 : ℝ) ^ (3 / 2 : ℝ) = 243 * Real.pi / 8 := by
    rw [show (144 : ℝ) = 12 ^ 2 by norm_num, hsq 12 (by norm_num), div_mul_eq_mul_div,
      div_eq_iff (by positivity)]
    linear_combination 1728 * e
  have hr : Tendsto (fun r : ℝ => r / b) atTop atTop := tendsto_id.atTop_div_const hb
  have hc := hχ.comp hr
  have hl := (hc.rpow_const (p := 3 / 2) (Or.inl (by norm_num))).const_mul
    (Z * b ^ 3 / (4 * Real.pi))
  rw [hval] at hl
  refine hl.congr' ?_
  filter_upwards [eventually_gt_atTop 0, hc.eventually_const_lt (by norm_num : (0 : ℝ) < 144)]
    with r hr0 hpos
  have hx : 0 < r / b := div_pos hr0 hb
  have hy : 0 < χ (r / b) := (mul_pos_iff_of_pos_left (pow_pos hx 3)).1 hpos
  -- pull the powers of x = r / b out of the exponent 3/2
  have key : ((r / b) ^ 3 * χ (r / b)) ^ (3 / 2 : ℝ)
      = ((r / b) ^ 2) ^ 3 * (χ (r / b) / (r / b)) ^ (3 / 2 : ℝ) := by
    rw [← hsq ((r / b) ^ 2) (by positivity), ← Real.mul_rpow (by positivity) (by positivity)]
    congr 1
    field_simp
  simp only [Function.comp_apply, density]
  rw [key]
  generalize (χ (r / b) / (r / b)) ^ (3 / 2 : ℝ) = w
  field_simp
```

The hypotheses are \(b>0\), the value of \(b^3\), and \(x^3\chi(x)\to144\). The last is assumed, not derived from the differential equation or from conditions at the nucleus. Since \(r=bx\),
\[
r^6n(r)=\frac{Zb^3}{4\pi}\,x^6\left(\frac{\chi}{x}\right)^{3/2}=\frac{Zb^3}{4\pi}\,\bigl(x^3\chi\bigr)^{3/2},
\]
because \(x^6=(x^4)^{3/2}\). The condition on \(b\) gives \(Zb^3=9\pi^2/128\), in which \(Z\) no longer appears, and \(144^{3/2}=1728\). The limit is therefore
\[
\frac{9\pi^2}{128}\cdot\frac{1728}{4\pi}=\frac{243\pi}{8}.
\]

In the code, `e` is the cancellation of \(Z\), `hval` the final number, and `key` the step that moves \(x^6\) inside the power. The code proves that step using \(\chi>0\), which holds far enough out because \(x^3\chi\) approaches a positive number. The hypotheses force \(Z>0\), so no separate assumption on its sign is needed.

A limiting case links the two halves of the argument. For \(\chi=144/x^3+c\,x^{p_-}\), with any constant \(c\), we have \(x^3\chi=144+c\,x^{3+p_-}\to144\), since \(3+p_-<0\). The vanishing perturbation thus leaves the leading term of the density unchanged.

```lean
/-- For the tail `χ = 144 / x³` the electron density is `243 π / (8 r⁶)` at every radius, whatever
the nuclear charge `Z`, provided the length unit `b > 0` satisfies `b³ = 9 π² / (128 Z)`. -/
theorem density_tail {Z b r : ℝ} (hb : 0 < b) (hZ : b ^ 3 = 9 * Real.pi ^ 2 / (128 * Z))
    (hr : 0 < r) :
    density Z b (fun x => 144 / x ^ 3) r = 243 * Real.pi / (8 * r ^ 6) := by
  have hZ0 : Z ≠ 0 := by
    rintro rfl
    have h := pow_pos hb 3
    rw [hZ] at h
    simp at h
  have e : Z * b ^ 3 = 9 * Real.pi ^ 2 / 128 := by
    rw [hZ]
    field_simp
  have hbase : 144 / (r / b) ^ 3 / (r / b) = (12 * b ^ 2 / r ^ 2) ^ 2 := by
    field_simp
    try norm_num
  have hpow : ((12 * b ^ 2 / r ^ 2) ^ 2) ^ (3 / 2 : ℝ) = (12 * b ^ 2 / r ^ 2) ^ 3 := by
    have hs : 0 ≤ 12 * b ^ 2 / r ^ 2 := by positivity
    generalize 12 * b ^ 2 / r ^ 2 = s at hs ⊢
    rw [← Real.rpow_natCast s 2, ← Real.rpow_mul hs, ← Real.rpow_natCast s 3]
    norm_num
  simp only [density]
  rw [hbase, hpow, div_pow, div_mul_div_comm, div_eq_div_iff (by positivity) (by positivity)]
  linear_combination (13824 * b ^ 3 * r ^ 6) * e

end

end ThomasFermiTail
```

For the pure tail there is no limit to take. At every \(r>0\),
\[
\frac{\chi}{x}=\frac{144\,b^4}{r^4}=\left(\frac{12\,b^2}{r^2}\right)^2,
\qquad
n(r)=\frac{Z}{4\pi b^3}\cdot\frac{1728\,b^6}{r^6}=\frac{1728\,Zb^3}{4\pi r^6}=\frac{243\pi}{8r^6}.
\]
The steps `hbase` and `hpow` are the square and its power \(3/2\); the last line inserts \(Zb^3=9\pi^2/128\).

The pure tail diverges at \(x=0\), whereas the screening function of an atom equals 1 there, so the formula can describe a neutral Thomas-Fermi atom only at large distance. In orbital-free electronic structure, within Thomas-Fermi theory without exchange or gradient corrections, the limit theorem means that atoms whose screening functions satisfy \(x^3\chi\to144\) share the same leading term \(243\pi/(8r^6)\) of the outer density, whatever their nuclear charge. Real atoms differ: their densities decay exponentially.

```lean
#print axioms ThomasFermiTail.source_linearised
-- 'ThomasFermiTail.source_linearised' depends on axioms: [propext, Classical.choice, Quot.sound]
#print axioms ThomasFermiTail.vanishing_iff
-- 'ThomasFermiTail.vanishing_iff' depends on axioms: [propext, Classical.choice, Quot.sound]
#print axioms ThomasFermiTail.density_limit
-- 'ThomasFermiTail.density_limit' depends on axioms: [propext, Classical.choice, Quot.sound]
#print axioms ThomasFermiTail.density_tail
-- 'ThomasFermiTail.density_tail' depends on axioms: [propext, Classical.choice, Quot.sound]
```
